# The lattice continuity equation for fermions with hopping and density-density interactions

## When particles seem to vanish from a site

A simulation of electrons on a ring threaded by a magnetic flux reports two things: the density on each site and the current on each bond. The hopping amplitudes $h_{qr}$ are then in general complex. Suppose that the bond current has been coded as $i\,h_{qr}(c_q a_r - c_r a_q)$, with $c_q$ creating and $a_r$ annihilating a particle. This is correct for real symmetric hopping, but for complex hopping the density on a site generally changes at a rate that these currents do not account for. Particles seem to appear or vanish.

The remedy is to take the current from the equation of motion of the density. For finitely many modes, with one-body hopping and an interaction built from products of occupations, this gives a bond current that balances the books as an operator identity, and so in every state. The interaction adds nothing to it.

## Modes, Hamiltonian and bond current

Let $p,q,r$ label finitely many fermionic modes, for example sites or pairs of site and spin. The operators obey

$$a_p c_q + c_q a_p = \delta_{pq},\qquad a_p a_q + a_q a_p = 0,\qquad c_p c_q + c_q c_p = 0 .$$

Many textbooks write $c_p^\dagger$ and $c_p$ for what are here $c_p$ and $a_p$. The occupation of mode $r$ is $n_r = c_r a_r$, and the Hamiltonian is

$$H = \sum_{p,q} h_{pq}\, c_p a_q + \sum_{p,q} V_{pq}\, n_p n_q .$$

The diagonal elements $h_{pp}$ are on-site energies. The second sum runs over ordered pairs without a factor $\tfrac12$, so each pair of different modes is counted twice. With $\hbar = 1$, the particle current from mode $q$ to mode $r$ is

$$J_{qr} = i\,(h_{qr}\, c_q a_r - h_{rq}\, c_r a_q).$$

The two index orders run in opposite directions: $h_{qr}$ is the amplitude for a hop from $r$ to $q$, whereas $J_{qr}$ is positive for flow from $q$ to $r$.

In Lean the modes form a finite type `ι`, and the operators are families `c a : ι → A` in an arbitrary complex associative algebra `A`. No Hilbert space is chosen. The predicate `IsCAR c a` holds the three anticommutation relations. The definitions `num`, `hamiltonian` and `current` copy the formulas above, with `•` for multiplication by a complex number.

## Balance at a mode and over a region

The theorem `continuity_equation` says that for every mode $r$

$$i[H, n_r] = \sum_q J_{qr}.$$

The theorem `region_continuity` says the same for a set $S$ of modes with particle number $N_S = \sum_{r\in S} n_r$:

$$i[H, N_S] = \sum_{r\in S}\ \sum_{q\notin S} J_{qr}.$$

Only currents that cross into $S$ from outside remain. If $S$ contains all modes, the right side is an empty sum and the total particle number commutes with $H$.

Both theorems assume `IsCAR c a` and allow arbitrary complex matrices $h$ and $V$. Two further theorems describe the current itself. `current_antisymm` states $J_{qr} = -J_{rq}$. `current_isSelfAdjoint` states that $J_{qr}$ is self-adjoint if $h$ is Hermitian and $c_p = a_p^\dagger$, written `star (a p)` in Lean. Neither of them uses the anticommutation relations.

The step from these identities to a measured rate of change is Heisenberg's equation $\dot n_r = i[H,n_r]$. The theorems concern the commutator and contain no time evolution. For the physical reading $H$ should be self-adjoint, which is the case for Hermitian $h$, real $V$ and $c_p = a_p^\dagger$.

In electronic structure, the result gives the bond currents of tight-binding and Hubbard models on finite clusters, provided that the interaction has density-density form. If $c_p = a_p^\dagger$, the anticommutation relations with $\delta_{pq}$ require orthonormal orbitals, so the usual creation and annihilation operators of a non-orthogonal atomic-orbital basis are not covered. General two-electron integrals, pairing terms, dissipative terms in the equation of motion and infinite lattices also lie beyond the assumptions.

## Derivation from the anticommutators

**A hop and an occupation.** Adding and subtracting terms so that only anticommutators appear gives

$$\begin{aligned}
[c_p a_q, n_r] ={}& c_p\,(a_q c_r + c_r a_q)\,a_r - c_r\,(a_r c_p + c_p a_r)\,a_q\\
&- (c_p c_r + c_r c_p)\,a_q a_r + c_r c_p\,(a_q a_r + a_r a_q).
\end{aligned}$$

To check this, expand the right side. The first two terms give $c_p a_q c_r a_r - c_r a_r c_p a_q$, which is the commutator, together with $c_p c_r a_q a_r - c_r c_p a_r a_q$. The third gives $-c_p c_r a_q a_r - c_r c_p a_q a_r$, and the fourth gives $c_r c_p a_q a_r + c_r c_p a_r a_q$. Everything except the commutator cancels. Inserting the relations leaves

$$[c_p a_q, n_r] = \delta_{qr}\, c_p a_r - \delta_{rp}\, c_r a_q .$$

**The interaction drops out.** Set $q = p$. For $p \ne r$ both deltas vanish, so $[n_p, n_r] = 0$; for $p = r$ this is trivial. Hence

$$[n_p n_q, n_r] = n_p [n_q, n_r] + [n_p, n_r]\, n_q = 0,$$

and the whole interaction commutes with $n_r$.

**Summing the hops.** What remains is

$$[H, n_r] = \sum_{p,q} h_{pq}\,(\delta_{qr}\, c_p a_r - \delta_{rp}\, c_r a_q) = \sum_p h_{pr}\, c_p a_r - \sum_q h_{rq}\, c_r a_q .$$

Renaming $p$ to $q$ in the first sum and multiplying by $i$ gives $\sum_q J_{qr}$.

**Symmetries of the current.** Exchanging $q$ and $r$ in the definition exchanges the two terms, which gives $J_{rq} = -J_{qr}$. If $c_p = a_p^\dagger$, then $(c_q a_r)^\dagger = c_r a_q$. With $h_{qr}^* = h_{rq}$ this yields

$$J_{qr}^\dagger = -i\,(h_{rq}\, c_r a_q - h_{qr}\, c_q a_r) = J_{qr}.$$

**A region.** Sum the continuity equation over $r \in S$ and split the sum over $q$ into modes inside and outside $S$. The inside part is $X = \sum_{r\in S}\sum_{q\in S} J_{qr}$. Antisymmetry and an exchange of the summation labels give $X = -X$, so $X = 0$. The currents from outside are left.

## The Lean file

```lean
import Mathlib

open Matrix

namespace LatticeContinuity

noncomputable section

variable {ι A : Type*} [Fintype ι] [DecidableEq ι] [Ring A] [Algebra ℂ A]

/-- The canonical anticommutation relations for creation operators `c p` and
annihilation operators `a p`. -/
structure IsCAR {ι A : Type*} [DecidableEq ι] [Ring A] (c a : ι → A) : Prop where
  mixed : ∀ p q, a p * c q + c q * a p = if p = q then 1 else 0
  annihilation : ∀ p q, a p * a q + a q * a p = 0
  creation : ∀ p q, c p * c q + c q * c p = 0

/-- The occupation operator `n_r = c_r a_r` of mode `r`. -/
def num {ι A : Type*} [Ring A] (c a : ι → A) (r : ι) : A := c r * a r

/-- The one-body part `∑ h_pq c_p a_q` of the Hamiltonian. -/
def hopping (h : Matrix ι ι ℂ) (c a : ι → A) : A :=
  ∑ p, ∑ q, h p q • (c p * a q)

/-- The density-density interaction `∑ V_pq n_p n_q`. -/
def interaction (V : Matrix ι ι ℂ) (c a : ι → A) : A :=
  ∑ p, ∑ q, V p q • (num c a p * num c a q)

/-- The lattice Hamiltonian: hopping plus density-density interaction. -/
def hamiltonian (h V : Matrix ι ι ℂ) (c a : ι → A) : A :=
  hopping h c a + interaction V c a

/-- The bond current `J_qr = i (h_qr c_q a_r - h_rq c_r a_q)` from mode `q` to mode `r`,
in units with `ħ = 1`. -/
def current {ι A : Type*} [Ring A] [Algebra ℂ A]
    (h : Matrix ι ι ℂ) (c a : ι → A) (q r : ι) : A :=
  Complex.I • (h q r • (c q * a r) - h r q • (c r * a q))

omit [Fintype ι] [Algebra ℂ A] in
/-- For operators obeying the anticommutation relations, the commutator of a hop `c_p a_q`
with the occupation `n_r` is `δ_qr c_p a_r - δ_rp c_r a_q`. -/
theorem hop_comm_num {c a : ι → A} (hc : IsCAR c a) (p q r : ι) :
    c p * a q * num c a r - num c a r * (c p * a q)
      = (if q = r then c p * a r else 0) - (if r = p then c r * a q else 0) := by
  -- regroup the products so that only anticommutators appear
  have key : c p * a q * num c a r - num c a r * (c p * a q)
      = c p * (a q * c r + c r * a q) * a r - c r * (a r * c p + c p * a r) * a q
        - (c p * c r + c r * c p) * (a q * a r)
        + c r * c p * (a q * a r + a r * a q) := by
    unfold num
    noncomm_ring
  rw [key, hc.mixed q r, hc.mixed r p, hc.creation p r, hc.annihilation q r]
  split_ifs <;> simp

omit [Fintype ι] [Algebra ℂ A] in
/-- Occupation operators of modes obeying the anticommutation relations commute. -/
theorem num_comm {c a : ι → A} (hc : IsCAR c a) (p r : ι) :
    num c a p * num c a r = num c a r * num c a p := by
  by_cases hpr : p = r
  · rw [hpr]
  · have key := hop_comm_num hc p p r
    rw [if_neg hpr, if_neg (Ne.symm hpr), sub_zero] at key
    exact sub_eq_zero.mp key

omit [Fintype ι] [DecidableEq ι] in
/-- The current from `q` to `r` is minus the current from `r` to `q`. -/
theorem current_antisymm (h : Matrix ι ι ℂ) (c a : ι → A) (q r : ι) :
    current h c a q r = -current h c a r q := by
  unfold current
  module

omit [Fintype ι] [DecidableEq ι] in
/-- If the hopping matrix is Hermitian and each creation operator is the adjoint of its
annihilation operator, the bond current is self-adjoint. -/
theorem current_isSelfAdjoint [StarRing A] [StarModule ℂ A] {h : Matrix ι ι ℂ}
    (hh : h.IsHermitian) (a : ι → A) (q r : ι) :
    IsSelfAdjoint (current h (fun p => star (a p)) a q r) := by
  have hI : star Complex.I = -Complex.I := Complex.conj_I
  rw [isSelfAdjoint_iff]
  simp only [current, star_smul, star_sub, star_mul, star_star, hh.apply, hI]
  module

/-- **Lattice continuity equation.** For modes obeying the anticommutation relations,
`i[H, n_r]` is the sum of the bond currents from all modes `q` to `r`. -/
theorem continuity_equation {c a : ι → A} (hc : IsCAR c a) (h V : Matrix ι ι ℂ) (r : ι) :
    Complex.I • (hamiltonian h V c a * num c a r - num c a r * hamiltonian h V c a)
      = ∑ q, current h c a q r := by
  -- the interaction commutes with every occupation
  have hV : interaction V c a * num c a r = num c a r * interaction V c a := by
    simp only [interaction, Finset.sum_mul, Finset.mul_sum]
    refine Finset.sum_congr rfl fun p _ => Finset.sum_congr rfl fun q _ => ?_
    rw [smul_mul_assoc, mul_smul_comm, mul_assoc, num_comm hc q r, ← mul_assoc,
      num_comm hc p r, mul_assoc]
  -- the hopping term moves particles into and out of mode `r`
  have hT : hopping h c a * num c a r - num c a r * hopping h c a
      = ∑ q, (h q r • (c q * a r) - h r q • (c r * a q)) := by
    have expand : hopping h c a * num c a r - num c a r * hopping h c a
        = ∑ p, ∑ q, h p q • (c p * a q * num c a r - num c a r * (c p * a q)) := by
      simp only [hopping, Finset.sum_mul, Finset.mul_sum, smul_mul_assoc, mul_smul_comm,
        smul_sub, Finset.sum_sub_distrib]
    rw [expand]
    simp only [hop_comm_num hc, smul_sub, Finset.sum_sub_distrib, smul_ite, smul_zero,
      Finset.sum_ite_eq', Finset.mem_univ, if_true]
    congr 1
    rw [Finset.sum_comm]
    simp
  rw [hamiltonian, add_mul, mul_add, hV, add_sub_add_right_eq_sub, hT, Finset.smul_sum]
  rfl

/-- **Continuity equation for a region.** For modes obeying the anticommutation relations,
`i[H, N_S]` for the particle number `N_S` of a region `S` is the sum of the currents from modes
outside `S` to modes inside. -/
theorem region_continuity {c a : ι → A} (hc : IsCAR c a) (h V : Matrix ι ι ℂ)
    (S : Finset ι) :
    Complex.I • (hamiltonian h V c a * (∑ r ∈ S, num c a r)
        - (∑ r ∈ S, num c a r) * hamiltonian h V c a)
      = ∑ r ∈ S, ∑ q ∈ Sᶜ, current h c a q r := by
  have hsum : Complex.I • (hamiltonian h V c a * (∑ r ∈ S, num c a r)
        - (∑ r ∈ S, num c a r) * hamiltonian h V c a)
      = ∑ r ∈ S, ∑ q, current h c a q r := by
    rw [Finset.mul_sum, Finset.sum_mul, ← Finset.sum_sub_distrib, Finset.smul_sum]
    exact Finset.sum_congr rfl fun r _ => continuity_equation hc h V r
  -- currents inside the region cancel in pairs
  have hneg : ∑ r ∈ S, ∑ q ∈ S, current h c a q r
      = -∑ r ∈ S, ∑ q ∈ S, current h c a q r := by
    conv_lhs => rw [Finset.sum_comm]
    simp only [← Finset.sum_neg_distrib]
    exact Finset.sum_congr rfl fun q _ => Finset.sum_congr rfl fun r _ =>
      current_antisymm h c a q r
  have hzero : ∑ r ∈ S, ∑ q ∈ S, current h c a q r = 0 := by
    have half : ∀ x : A, x = -x → x = 0 := fun x hx => by
      calc x = (1 / 2 : ℂ) • (x - -x) := by module
        _ = 0 := by rw [← hx, sub_self, smul_zero]
    exact half _ hneg
  have split : ∀ r, ∑ q, current h c a q r
      = ∑ q ∈ S, current h c a q r + ∑ q ∈ Sᶜ, current h c a q r :=
    fun r => (Finset.sum_add_sum_compl S _).symm
  rw [hsum, Finset.sum_congr rfl fun r _ => split r, Finset.sum_add_distrib, hzero, zero_add]

/-- Annihilation operators of two fermionic modes as matrices in the occupation basis
`00, 01, 10, 11`. -/
def twoMode : Fin 2 → Matrix (Fin 4) (Fin 4) ℂ :=
  ![!![0, 0, 1, 0; 0, 0, 0, 1; 0, 0, 0, 0; 0, 0, 0, 0],
    !![0, 1, 0, 0; 0, 0, 0, 0; 0, 0, 0, -1; 0, 0, 0, 0]]

/-- The two-mode matrices and their adjoints satisfy the canonical anticommutation
relations. -/
theorem isCAR_witness : IsCAR (fun p => star (twoMode p)) twoMode := by
  have haa : ∀ p q, twoMode p * twoMode q + twoMode q * twoMode p = 0 := by
    intro p q
    fin_cases p <;> fin_cases q <;> ext i j <;> fin_cases i <;> fin_cases j <;>
      simp [twoMode]
  refine ⟨?_, haa, ?_⟩
  · -- write the creation operators as explicit matrices
    have hs : ∀ p, star (twoMode p) =
        (![!![0, 0, 0, 0; 0, 0, 0, 0; 1, 0, 0, 0; 0, 1, 0, 0],
          !![0, 0, 0, 0; 1, 0, 0, 0; 0, 0, 0, 0; 0, 0, -1, 0]] :
          Fin 2 → Matrix (Fin 4) (Fin 4) ℂ) p := by
      intro p
      fin_cases p <;> ext i j <;> fin_cases i <;> fin_cases j <;>
        simp [twoMode, Matrix.star_apply]
    intro p q
    simp only [hs]
    fin_cases p <;> fin_cases q <;> ext i j <;> fin_cases i <;> fin_cases j <;>
      simp [twoMode]
  · -- the creation relations are the adjoints of the annihilation relations
    intro p q
    have key := congrArg star (haa q p)
    simpa only [star_add, star_mul, star_zero] using key

end

end LatticeContinuity
```

```lean
#print axioms LatticeContinuity.current_isSelfAdjoint
#print axioms LatticeContinuity.continuity_equation
#print axioms LatticeContinuity.region_continuity
```

```
'LatticeContinuity.current_isSelfAdjoint' depends on axioms: [propext, Classical.choice, Quot.sound]
'LatticeContinuity.continuity_equation' depends on axioms: [propext, Classical.choice, Quot.sound]
'LatticeContinuity.region_continuity' depends on axioms: [propext, Classical.choice, Quot.sound]
```

## From the commutator to the region law in Lean

`hop_comm_num` is the first step of the derivation. Its intermediate claim `key` is the regrouped identity. The rewrite then inserts the four anticommutators, and `split_ifs` treats the cases in which the deltas are zero or one. `num_comm` specialises this result to $q = p$ and separates $p = r$ from $p \ne r$.

In `continuity_equation`, the claim `hV` moves $n_r$ through each product $n_p n_q$ by two uses of `num_comm`. The claim `hT` handles the hopping. Its inner step `expand` brings the commutator inside the double sum, after which `hop_comm_num` turns each term into deltas. The delta $\delta_{qr}$ collapses the inner sum over $q$ at once. The delta $\delta_{rp}$ concerns the outer index, so `Finset.sum_comm` first exchanges the two sums. The last lines cancel the interaction and carry the factor $i$ into the sum.

The symmetry proofs unfold the current and leave the comparison of linear combinations to `module`. For self-adjointness, `simp` first applies the adjoint to every factor, using `hh.apply` for the Hermitian matrix and `hI` for $i^* = -i$.

`region_continuity` starts with `hsum`, which adds up the continuity equations for $r \in S$. Then `hneg` is the statement $X = -X$, and `hzero` concludes $X = 0$ by writing $X$ as half of $X - (-X)$; the complex scalars supply the factor $\tfrac12$. Finally `split` divides the sum over $q$ between `S` and its complement `Sᶜ`.

The file ends with a concrete example. `twoMode` gives the annihilation operators of two modes as $4\times4$ matrices, numbered 0 and 1 in Lean. The entry $-1$ in the second matrix is the sign picked up when the first mode is occupied. `isCAR_witness` checks that these matrices and their adjoints satisfy `IsCAR`, so the relations and the condition $c_p = a_p^\dagger$ are both met in an ordinary matrix algebra. The mixed and annihilation relations are checked entry by entry, and the creation relations follow by taking adjoints.

## A closer look at `noncomm_ring`

The regrouped identity is proved by the tactic `noncomm_ring`. It multiplies out both sides, brings the products into a common bracketing and collects equal terms with their signs. It never exchanges two factors, so $a_q c_r$ and $c_r a_q$ remain different words. The more familiar tactic `ring` works in commutative rings and does not apply to these operators.

`noncomm_ring` also knows nothing about fermions. It could not prove the commutator formula with its deltas directly, because that formula depends on the anticommutation relations. This is why `key` is arranged as it is: the identity holds for any elements of any ring, and each anticommutator stands in it as a visible block. The rewrite with `hc.mixed`, `hc.creation` and `hc.annihilation` can then replace these blocks by their values. The algebra of words and the physics of the modes enter in two separate steps.
